# An even Poisson–Boltzmann potential in a film with a neutral bulk gives a nonnegative pressure

## From two ion species to many

Two identical charged walls face each other across an electrolyte film that exchanges ions with a bulk reservoir. The ions crowd into the film and push the walls apart, while the electric field pulls them together. Which effect wins?

Take two species of bulk concentration $n>0$ with charges $q$ and $-q$ in units of the elementary charge $e$, $q\neq0$. Let the film occupy $-d\le x\le d$, with $d>0$, and let $\psi$ be the electrostatic potential in units of $k_BT/e$. With lengths scaled to remove the remaining constants, the Poisson–Boltzmann equation is
$$\psi''=-qn\,e^{-q\psi}+qn\,e^{q\psi}=2nq\sinh(q\psi).$$
Multiplying by $\psi'$ and integrating shows that
$$P=2n\bigl(\cosh(q\psi)-1\bigr)-\tfrac12\psi'^2$$
does not depend on position. It is the pressure in the film in excess of the bulk, divided by $k_BT$: the first term comes from the ions, the second from the field. Identical walls with the same fixed charge or the same fixed potential make $\psi$ even, so $\psi'(0)=0$ and $P=2n(\cosh(q\psi(0))-1)$. This is nonnegative, and it is zero only if $\psi(0)=0$. In this model the ions win.

Now let there be finitely many species with bulk concentrations $c_i>0$ and real charges $z_i$, not all zero, in a neutral bulk: $\sum_i z_ic_i=0$. Define the charge density and the osmotic pressure in excess of the bulk,
$$\rho(u)=\sum_i z_ic_ie^{-z_iu},\qquad \Pi(u)=\sum_i c_i(e^{-z_iu}-1).$$
The potential obeys $\psi''=-\rho(\psi)$, and the pressure is $P=\Pi(\psi)-\psi'^2/2$. Since $\Pi'(u)=-\rho(u)$,
$$P'=-\rho(\psi)\psi'-\psi'\psi''=-\rho(\psi)\psi'+\psi'\rho(\psi)=0.$$
Differentiating $\psi(-x)=\psi(x)$ at the midplane gives $-\psi'(0)=\psi'(0)$, hence $\psi'(0)=0$ and $P=\Pi(\psi(0))$.

For the sign, put $y_i=-z_iu$. Neutrality gives $\sum_i c_iy_i=0$, so
$$\Pi(u)=\sum_i c_i\,(e^{y_i}-1-y_i).$$
Each term is nonnegative because $e^y\ge1+y$, with equality only at $y=0$. If $u\neq0$, a charged species has $y_i\neq0$ and contributes strictly. Thus $P\ge0$, and $P=0$ exactly when $\psi(0)=0$.

## Zero pressure means no potential anywhere

From $e^{-y}\ge1-y$ we get $e^y-1\le ye^y$, and therefore
$$e^y-1-y\le y(e^y-1).$$
For $y\ge0$ the right side is at most $y^2e^y$. For $y\le0$ it equals $(-y)(1-e^y)\le y^2$. In both cases it is at most $y^2e^{|y|}$.

Let $M$ bound $|\psi|$ on the film, and set $K=2\sum_i c_iz_i^2e^{|z_i|M}$. If $P=0$, then
$$\psi'^2=2\Pi(\psi)\le K\psi^2,$$
so $|\psi'|\le\sqrt K\,|\psi|$. Grönwall's inequality gives $|\psi(x)|\le|\psi(0)|e^{\sqrt K x}=0$ for $0\le x\le d$, and evenness covers the other half. Conversely, a potential that is zero throughout has $\psi(0)=0$, hence $P=0$.

## The film and its ions in Lean

The species are labelled by a finite type `ι`.

```lean
import Mathlib

open Set Topology

namespace DoubleLayerPressure

noncomputable section

variable {ι : Type*} [Fintype ι]
```

The functions `c` and `z` hold the bulk concentrations and charges. The Boltzmann factor stands for ions in thermal equilibrium with the reservoir, whose potential is taken as zero.

```lean
/-- Charge density of ions with bulk concentrations `c` and charges `z` that are
Boltzmann distributed at the reduced potential `u`. -/
def chargeDensity (c z : ι → ℝ) (u : ℝ) : ℝ :=
  ∑ i, z i * c i * Real.exp (-z i * u)
```

The function `osmotic` is $\Pi$.

```lean
/-- Osmotic pressure of the ions at the reduced potential `u`, in excess of the bulk. -/
def osmotic (c z : ι → ℝ) (u : ℝ) : ℝ :=
  ∑ i, c i * (Real.exp (-z i * u) - 1)
```

In `pressure`, the letter `φ` denotes the gradient $\psi'$, which is minus the electric field; it is not a second potential.

```lean
/-- Pressure at position `x`: the osmotic excess minus the Maxwell stress, for a
potential `ψ` with gradient `φ`. -/
def pressure (c z : ι → ℝ) (ψ φ : ℝ → ℝ) (x : ℝ) : ℝ :=
  osmotic c z (ψ x) - φ x ^ 2 / 2
```

A solution is a pair of functions with $\psi'=\varphi$ and $\varphi'=-\rho(\psi)$. `HasDerivWithinAt` on `Icc (-d) d` takes derivatives within the closed film, so they are one-sided at the walls. The full width is $2d$. No wall charge or wall potential is prescribed, and the existence of a solution is assumed.

```lean
/-- The potential `ψ`, with gradient `φ`, solves the Poisson-Boltzmann equation
`ψ'' = -∑ z_i c_i exp(-z_i ψ)` in the film `[-d, d]`. -/
structure IsSolution (c z : ι → ℝ) (d : ℝ) (ψ φ : ℝ → ℝ) : Prop where
  potential_deriv : ∀ x ∈ Icc (-d) d, HasDerivWithinAt ψ (φ x) (Icc (-d) d) x
  gradient_deriv : ∀ x ∈ Icc (-d) d,
    HasDerivWithinAt φ (-chargeDensity c z (ψ x)) (Icc (-d) d) x
```

## Why the pressure is uniform

The first lemma is $\Pi'=-\rho$, obtained by differentiating each exponential and summing.

```lean
/-- The derivative of the osmotic excess with respect to the potential is minus the
charge density. -/
theorem hasDerivAt_osmotic (c z : ι → ℝ) (u : ℝ) :
    HasDerivAt (osmotic c z) (-chargeDensity c z u) u := by
  have h : ∀ i ∈ (Finset.univ : Finset ι),
      HasDerivAt (fun v => c i * (Real.exp (-z i * v) - 1))
        (-(z i * c i * Real.exp (-z i * u))) u := by
    intro i _
    have h1 : HasDerivAt (fun v => -z i * v) (-z i) u :=
      ((hasDerivAt_id' u).const_mul (-z i)).congr_deriv (mul_one _)
    exact ((h1.exp.sub_const 1).const_mul (c i)).congr_deriv (by ring)
  exact (HasDerivAt.fun_sum h).congr_deriv (by rw [chargeDensity, Finset.sum_neg_distrib])
```

The chain rule (`h1`) and the product rule (`h2`) supply the two terms of $P'$, which cancel. A continuous function with zero right derivative keeps its value from the left wall, so any two points agree. Neither neutrality nor symmetry is used.

```lean
variable {c z : ι → ℝ} {d : ℝ} {ψ φ : ℝ → ℝ}

/-- The pressure of a Poisson-Boltzmann solution is the same at any two points of the film. -/
theorem pressure_const (h : IsSolution c z d ψ φ) {x y : ℝ}
    (hx : x ∈ Icc (-d) d) (hy : y ∈ Icc (-d) d) :
    pressure c z ψ φ x = pressure c z ψ φ y := by
  -- the osmotic force and the electric force cancel
  have hder : ∀ t ∈ Icc (-d) d,
      HasDerivWithinAt (pressure c z ψ φ) 0 (Icc (-d) d) t := by
    intro t ht
    have h1 := (hasDerivAt_osmotic c z (ψ t)).comp_hasDerivWithinAt t (h.potential_deriv t ht)
    have h2 : HasDerivWithinAt (fun s => φ s ^ 2 / 2)
        (φ t * -chargeDensity c z (ψ t)) (Icc (-d) d) t := by
      have e : (fun s => φ s ^ 2 / 2) = fun s => φ s * φ s / 2 := by
        ext s
        ring
      rw [e]
      exact (((h.gradient_deriv t ht).mul (h.gradient_deriv t ht)).div_const 2).congr_deriv
        (by ring)
    exact (h1.sub h2).congr_deriv (by ring)
  have hconst := constant_of_has_deriv_right_zero
    (fun t ht => (hder t ht).continuousWithinAt)
    (fun t ht => (hder t (Ico_subset_Icc_self ht)).mono_of_mem_nhdsWithin
      (Icc_mem_nhdsGE_of_mem ht))
  rw [hconst x hx, hconst y hy]
```

Positive width makes the midplane an interior point, where $\psi$ has an ordinary derivative. Lean computes it for both $\psi(x)$ and $\psi(-x)$, and uniqueness of the derivative forces `φ 0 = 0`.

```lean
/-- In a film of positive width with an even potential, the pressure at every point equals
the osmotic excess at the midplane. -/
theorem pressure_eq_midplane (hd : 0 < d) (h : IsSolution c z d ψ φ)
    (heven : ∀ x ∈ Icc (-d) d, ψ (-x) = ψ x) {x : ℝ} (hx : x ∈ Icc (-d) d) :
    pressure c z ψ φ x = osmotic c z (ψ 0) := by
  have hm : (0 : ℝ) ∈ Icc (-d) d := ⟨by linarith, hd.le⟩
  have hnhds : Icc (-d) d ∈ 𝓝 (0 : ℝ) := Icc_mem_nhds (by linarith) hd
  -- by symmetry the field vanishes at the midplane
  have h0 : HasDerivAt ψ (φ 0) 0 := (h.potential_deriv 0 hm).hasDerivAt hnhds
  have hneg : HasDerivAt ψ (φ 0) (-0) := by rwa [neg_zero]
  have h1 : HasDerivAt (fun t => ψ (-t)) (φ 0 * -1) 0 := hneg.comp 0 (hasDerivAt_neg 0)
  have heq : (fun t => ψ (-t)) =ᶠ[𝓝 0] ψ := by
    filter_upwards [hnhds] with t ht using heven t ht
  have h2 := h0.unique (h1.congr_of_eventuallyEq heq.symm)
  have hφ : φ 0 = 0 := by linarith
  rw [pressure_const h hx hm, pressure, hφ]
  ring
```

## The sign of the pressure

Neutrality, `hn`, allows the linear term to be subtracted.

```lean
/-- For a neutral bulk, a term linear in the potential may be subtracted from each ion's
contribution to the osmotic excess. -/
theorem osmotic_eq_of_neutral (hn : ∑ i, z i * c i = 0) (u : ℝ) :
    osmotic c z u = ∑ i, c i * (Real.exp (-z i * u) - 1 - -z i * u) := by
  have h : ∑ i, c i * (Real.exp (-z i * u) - 1 - -z i * u)
      = osmotic c z u + (∑ i, z i * c i) * u := by
    rw [osmotic, Finset.sum_mul, ← Finset.sum_add_distrib]
    exact Finset.sum_congr rfl fun i _ => by ring
  rw [h, hn, zero_mul, add_zero]
```

The main theorem states three things at every point of the film: the pressure equals the midplane osmotic excess, it is nonnegative, and it is zero exactly when `ψ 0 = 0`. The hypothesis `hz` supplies the charged species whose strictly positive term makes the whole sum positive at nonzero midplane potential.

```lean
/-- Let the bulk be neutral, with positive concentrations and at least one charged species.
For an even potential in a film of positive width, the pressure is everywhere equal to the
midplane osmotic excess, is nonnegative, and vanishes exactly when the midplane potential does. -/
theorem double_layer_pressure (hd : 0 < d) (hc : ∀ i, 0 < c i) (hz : ∃ i, z i ≠ 0)
    (hn : ∑ i, z i * c i = 0) (h : IsSolution c z d ψ φ)
    (heven : ∀ x ∈ Icc (-d) d, ψ (-x) = ψ x) :
    ∀ x ∈ Icc (-d) d, pressure c z ψ φ x = osmotic c z (ψ 0) ∧
      0 ≤ pressure c z ψ φ x ∧ (pressure c z ψ φ x = 0 ↔ ψ 0 = 0) := by
  intro x hx
  have hp := pressure_eq_midplane hd h heven hx
  have hterm : ∀ i ∈ (Finset.univ : Finset ι),
      0 ≤ c i * (Real.exp (-z i * ψ 0) - 1 - -z i * ψ 0) := fun i _ =>
    mul_nonneg (hc i).le (by linarith [Real.add_one_le_exp (-z i * ψ 0)])
  refine ⟨hp, ?_, ?_⟩
  · rw [hp, osmotic_eq_of_neutral hn]
    exact Finset.sum_nonneg hterm
  · rw [hp]
    constructor
    · intro hzero
      by_contra hu
      obtain ⟨i, hi⟩ := hz
      -- a charged species contributes strictly at nonzero potential
      have hlt := Real.add_one_lt_exp (mul_ne_zero (neg_ne_zero.mpr hi) hu)
      have hpos := Finset.sum_pos' hterm
        ⟨i, Finset.mem_univ i, mul_pos (hc i) (by linarith)⟩
      rw [← osmotic_eq_of_neutral hn] at hpos
      linarith
    · intro hu
      simp [osmotic, hu]
```

When the potential is even, a numerical solver can therefore read the pressure from its midplane value, and a spread of $P$ over the grid beyond rounding signals numerical error. A real film also has effects that the equation leaves out, such as van der Waals forces and correlations between ions, either of which can make like-charged walls attract.

## The quadratic bound and Grönwall's inequality

The inequality `key` is the estimate for $e^y-1-y$, split by the sign of $y$, with $e^{|z_i|M}$ as the common upper bound.

```lean
/-- For a neutral bulk with positive concentrations, the osmotic excess is at most quadratic
in the potential as long as the potential stays within `[-M, M]`. -/
theorem osmotic_le_quadratic (hc : ∀ i, 0 < c i) (hn : ∑ i, z i * c i = 0)
    {u M : ℝ} (hu : |u| ≤ M) :
    osmotic c z u ≤ (∑ i, c i * z i ^ 2 * Real.exp (|z i| * M)) * u ^ 2 := by
  rw [osmotic_eq_of_neutral hn, Finset.sum_mul]
  refine Finset.sum_le_sum fun i _ => ?_
  have hy : |-z i * u| ≤ |z i| * M := by
    rw [abs_mul, abs_neg]
    exact mul_le_mul_of_nonneg_left hu (abs_nonneg _)
  have key : Real.exp (-z i * u) - 1 - -z i * u
      ≤ (-z i * u) ^ 2 * Real.exp (|z i| * M) := by
    generalize -z i * u = y at hy ⊢
    have hE : Real.exp y ≤ Real.exp (|z i| * M) :=
      Real.exp_le_exp.mpr ((le_abs_self y).trans hy)
    have hE1 : 1 ≤ Real.exp (|z i| * M) := Real.one_le_exp ((abs_nonneg y).trans hy)
    have h1 : Real.exp y - 1 ≤ y * Real.exp y := by
      have h3 := mul_le_mul_of_nonneg_left (Real.add_one_le_exp (-y)) (Real.exp_pos y).le
      rw [← Real.exp_add, add_neg_cancel, Real.exp_zero] at h3
      linarith
    have h2 := Real.add_one_le_exp y
    rcases le_total 0 y with h0 | h0
    · have a := mul_le_mul_of_nonneg_left h1 h0
      have b := mul_le_mul_of_nonneg_left hE (sq_nonneg y)
      linarith
    · have a : -y * (1 - Real.exp y) ≤ -y * -y :=
        mul_le_mul_of_nonneg_left (by linarith) (by linarith)
      have b := mul_le_mul_of_nonneg_left hE1 (sq_nonneg y)
      linarith
  calc _ ≤ c i * ((-z i * u) ^ 2 * Real.exp (|z i| * M)) :=
        mul_le_mul_of_nonneg_left key (hc i).le
    _ = _ := by ring
```

Compactness of the film provides `M`. The bound `hbound` is $|\psi'|\le\sqrt K|\psi|$, `hright` applies Grönwall's inequality from the midplane to the right wall, and `heven` carries the result to the left.

```lean
/-- Let the bulk be neutral, with positive concentrations and at least one charged species. For an
even solution in a film of positive width, the pressure at any given point of the film vanishes
exactly when the potential is zero throughout the film. -/
theorem pressure_eq_zero_iff (hd : 0 < d) (hc : ∀ i, 0 < c i) (hz : ∃ i, z i ≠ 0)
    (hn : ∑ i, z i * c i = 0) (h : IsSolution c z d ψ φ)
    (heven : ∀ x ∈ Icc (-d) d, ψ (-x) = ψ x) {x : ℝ} (hx : x ∈ Icc (-d) d) :
    pressure c z ψ φ x = 0 ↔ ∀ y ∈ Icc (-d) d, ψ y = 0 := by
  have hmain := (double_layer_pressure hd hc hz hn h heven x hx).2.2
  refine ⟨fun hp => ?_, fun hall => hmain.mpr (hall 0 ⟨by linarith, hd.le⟩)⟩
  have h0 := hmain.mp hp
  have hcont : ContinuousOn ψ (Icc (-d) d) :=
    fun t ht => (h.potential_deriv t ht).continuousWithinAt
  obtain ⟨M, hM⟩ := isCompact_Icc.exists_bound_of_continuousOn hcont
  have hsub : Icc 0 d ⊆ Icc (-d) d := Icc_subset_Icc_left (by linarith)
  let K := 2 * ∑ i, c i * z i ^ 2 * Real.exp (|z i| * M)
  have hK : 0 ≤ K := mul_nonneg (by norm_num) (Finset.sum_nonneg fun i _ =>
    mul_nonneg (mul_nonneg (hc i).le (sq_nonneg _)) (Real.exp_pos _).le)
  -- at zero pressure the field is bounded by a multiple of the potential
  have hbound : ∀ t ∈ Ico 0 d, ‖φ t‖ ≤ √K * ‖ψ t‖ + 0 := by
    intro t ht
    have ht' := hsub (Ico_subset_Icc_self ht)
    have hpt := (pressure_const h ht' hx).trans hp
    have hq := osmotic_le_quadratic hc hn (hM t ht')
    have hsq : φ t ^ 2 ≤ K * ψ t ^ 2 := by
      simp only [pressure] at hpt
      simp only [K]
      linarith
    have hs := Real.sqrt_le_sqrt hsq
    rw [Real.sqrt_mul hK, Real.sqrt_sq_eq_abs, Real.sqrt_sq_eq_abs] at hs
    simpa only [Real.norm_eq_abs, add_zero] using hs
  have hright : ∀ y ∈ Icc 0 d, ψ y = 0 := by
    intro y hy
    have hg := norm_le_gronwallBound_of_norm_deriv_right_le (δ := 0) (hcont.mono hsub)
      (fun t ht => (h.potential_deriv t (hsub (Ico_subset_Icc_self ht))).mono_of_mem_nhdsWithin
        (Icc_mem_nhdsGE_of_mem ⟨by linarith [ht.1], ht.2⟩))
      (by simp [h0]) hbound y hy
    rw [gronwallBound_ε0, zero_mul] at hg
    exact norm_le_zero_iff.mp hg
  intro y hy
  rcases le_total 0 y with hy0 | hy0
  · exact hright y ⟨hy0, hy.2⟩
  · rw [← heven y hy]
    exact hright (-y) ⟨by linarith, by linarith [hy.1]⟩
```

## The symmetric electrolyte recovered

The two-species formula follows by writing out the sum at the midplane. It holds for any real `n` and `q`; the physical case has `n` positive.

```lean
/-- For two ion species of equal bulk concentration `n` and charges `q` and `-q`, an even
solution in a film of positive width has pressure `2 n (cosh (q ψ(0)) - 1)`. -/
theorem pressure_symmetric_electrolyte {n q : ℝ} (hd : 0 < d)
    (h : IsSolution ![n, n] ![q, -q] d ψ φ)
    (heven : ∀ x ∈ Icc (-d) d, ψ (-x) = ψ x) {x : ℝ} (hx : x ∈ Icc (-d) d) :
    pressure ![n, n] ![q, -q] ψ φ x = 2 * n * (Real.cosh (q * ψ 0) - 1) := by
  rw [pressure_eq_midplane hd h heven hx, Real.cosh_eq]
  simp only [osmotic, Fin.sum_univ_two, Matrix.cons_val_zero, Matrix.cons_val_one,
    neg_neg, neg_mul]
  ring

end

end DoubleLayerPressure
```

```lean
#print axioms DoubleLayerPressure.double_layer_pressure
#print axioms DoubleLayerPressure.pressure_eq_zero_iff
#print axioms DoubleLayerPressure.pressure_symmetric_electrolyte
```

```
'DoubleLayerPressure.double_layer_pressure' depends on axioms: [propext, Classical.choice, Quot.sound]
'DoubleLayerPressure.pressure_eq_zero_iff' depends on axioms: [propext, Classical.choice, Quot.sound]
'DoubleLayerPressure.pressure_symmetric_electrolyte' depends on axioms: [propext, Classical.choice, Quot.sound]
```
